# For j > 0 and |m| ≤ j, the Clebsch–Gordan table for j × 1 is orthogonal and diagonalises J₁·S

Couple two angular momenta \(j=1\) and \(S=1\) at total projection \(m=0\), with \(\hbar=1\). This is the smallest case in which all three values of \(J\) occur. In the product states with spin projection \(\mu=1,0,-1\) and first projection \(-\mu\),

\[
J_1\cdot S=\begin{pmatrix}-1&1&0\\1&0&1\\0&1&-1\end{pmatrix}.
\]

The vectors \((1,2,1)/\sqrt6\), \((-1,0,1)/\sqrt2\) and \((1,-1,1)/\sqrt3\) are orthonormal, and the matrix multiplies them by \(1,-1,-2\). They are the Clebsch–Gordan rows \(J=2,1,0\). For every \(j>0\) and \(|m|\le j\) the corresponding matrix has eigenvalues \(j,-1,-(j+1)\), and the same two checks suffice: multiply the rows with each other, then apply the matrix to each. At \(|m|=j\) only the first two eigenvalues are physical; the third belongs to a product state that does not exist, since its first projection would exceed \(j\) in magnitude.

For a spin-triplet term with orbital angular momentum \(L=j\ge1\), the one-parameter spin–orbit model \(A\,L\cdot S\), restricted to that term, therefore has levels \(AL,-A,-A(L+1)\).

## Ladder elements with the standard phases

The physical input is the action of the raising operator on a multiplet, with non-negative matrix elements:

\[
\langle b+1|J_+|b\rangle=\sqrt{(j-b)(j+b+1)}.
\]

This is the definition `raising`; it is assumed, not derived from the commutation relations. The product state with spin projection \(\mu\) has first projection \(m-\mu\), and `couplingBlock` assembles

\[
J_1\cdot S=J_{1z}S_z+\tfrac12(J_+S_-+J_-S_+).
\]

Lowering elements are transposed raising elements, since all are real.

```lean
import Mathlib

open Matrix

namespace ClebschGordanSpinOne

noncomputable section

/-- The matrix element `⟨a| J₊ |b⟩` of the raising operator for angular momentum `j`,
with projections `a` and `b`. -/
def raising (j a b : ℝ) : ℝ :=
  if a = b + 1 then √((j - b) * (j + b + 1)) else 0

/-- The spin-one projections `1, 0, -1`, in the order of the columns of the table. -/
def spinProj : Fin 3 → ℝ := ![1, 0, -1]

/-- The block of `J₁·S = J₁z Sz + (J₊ S₋ + J₋ S₊)/2` at total projection `m`, in the product
states with spin projection `μ` and first projection `m - μ`. -/
def couplingBlock (j m : ℝ) : Matrix (Fin 3) (Fin 3) ℝ :=
  Matrix.of fun i k =>
    (if i = k then (m - spinProj i) * spinProj i else 0) +
    1 / 2 * (raising j (m - spinProj i) (m - spinProj k) * raising 1 (spinProj k) (spinProj i) +
      raising j (m - spinProj k) (m - spinProj i) * raising 1 (spinProj i) (spinProj k))
```

The diagonal elements are \((m-\mu)\mu\), that is \(m-1,0,-m-1\). The ladder terms change \(\mu\) by one, so the corner elements vanish. The spin contributes \(\sqrt2\) to each remaining element, which gives

\[
\tfrac12\sqrt2\,\sqrt{(j-m+1)(j+m)},\qquad \tfrac12\sqrt2\,\sqrt{(j-m)(j+m+1)}.
\]

With another phase convention the table changes too: reversing the sign of the middle product state reverses both off-diagonal elements and the middle column of the table.

The closed-form table and the eigenvalues are stated separately from this matrix. Rows `i = 0, 1, 2` stand for \(J=j+1,j,j-1\), and columns for \(\mu=1,0,-1\). The overall sign of each row is a convention contained in `cgTable`; the eigenvalue equation would accept either sign.

```lean
/-- The Clebsch-Gordan table for `j × 1`, for `j > 0` and `|m| ≤ j`: rows `J = j+1, j, j-1`, columns
spin projection `1, 0, -1`. -/
def cgTable (j m : ℝ) : Matrix (Fin 3) (Fin 3) ℝ :=
  !![√((j + m) * (j + m + 1) / ((2 * j + 1) * (2 * j + 2))),
     √((j - m + 1) * (j + m + 1) / ((2 * j + 1) * (j + 1))),
     √((j - m) * (j - m + 1) / ((2 * j + 1) * (2 * j + 2)));
     -√((j + m) * (j - m + 1) / (2 * j * (j + 1))),
     m / √(j * (j + 1)),
     √((j - m) * (j + m + 1) / (2 * j * (j + 1)));
     √((j - m) * (j - m + 1) / (2 * j * (2 * j + 1))),
     -√((j - m) * (j + m) / (j * (2 * j + 1))),
     √((j + m + 1) * (j + m) / (2 * j * (2 * j + 1)))]

/-- The numbers `j, -1, -(j+1)`, in the order of the rows `J = j+1, j, j-1`. -/
def level (j : ℝ) : Fin 3 → ℝ := ![j, -1, -(j + 1)]
```

To avoid fractions, write \(a=\sqrt{j+m}\), \(b=\sqrt{j-m}\), \(c=\sqrt{j+m+1}\), \(d=\sqrt{j-m+1}\) and \(s=\sqrt2\). From here on \(b\) has this meaning. The unnormalised rows are

\[
\begin{aligned}
R_0&=(ac,\;s\,cd,\;bd),\\
R_1&=(-ad,\;s\,m,\;bc),\\
R_2&=(bd,\;-s\,ab,\;ac).
\end{aligned}
\]

```lean
/-- The table before normalisation of its rows. -/
def rawTable (j m : ℝ) : Matrix (Fin 3) (Fin 3) ℝ :=
  !![√(j + m) * √(j + m + 1), √2 * (√(j + m + 1) * √(j - m + 1)), √(j - m) * √(j - m + 1);
     -(√(j + m) * √(j - m + 1)), √2 * m, √(j - m) * √(j + m + 1);
     √(j - m) * √(j - m + 1), -(√2 * (√(j - m) * √(j + m))), √(j + m) * √(j + m + 1)]

/-- For `|m| ≤ j`, the squared lengths of the rows of `rawTable j m`. -/
def rowNorm (j : ℝ) : Fin 3 → ℝ :=
  ![(2 * j + 1) * (2 * j + 2), 2 * j * (j + 1), 2 * j * (2 * j + 1)]
```

Two lemmas handle the roots. `squares` supplies \(a^2=j+m\) and its companions, and `sqrt_quot` turns the root of a quotient into an unnormalised entry divided by a length.

```lean
private lemma squares {j m : ℝ} (hm : |m| ≤ j) :
    √(j + m) ^ 2 = j + m ∧ √(j - m) ^ 2 = j - m ∧ √(j + m + 1) ^ 2 = j + m + 1 ∧
      √(j - m + 1) ^ 2 = j - m + 1 ∧ √(2 : ℝ) ^ 2 = 2 := by
  obtain ⟨h1, h2⟩ := abs_le.mp hm
  refine ⟨Real.sq_sqrt ?_, Real.sq_sqrt ?_, Real.sq_sqrt ?_, Real.sq_sqrt ?_, Real.sq_sqrt ?_⟩ <;>
    linarith

private lemma sqrt_quot {p q y n : ℝ} (hy : 0 ≤ y) (hq : 0 < q) (hn : 0 < n)
    (h : y ^ 2 * q = p * n) : √(p / q) = y / √n := by
  have e : p / q = y ^ 2 / n := by
    rw [div_eq_div_iff hq.ne' hn.ne']
    exact h.symm
  rw [e, Real.sqrt_div (sq_nonneg y), Real.sqrt_sq hy]
```

The tridiagonal form itself needs no restriction on the real numbers \(j\) and \(m\). In its proof, `key` splits off the root of two, `shift` expresses the ladder condition through the spin projections, and `fin_cases` goes through the nine elements.

```lean
/-- In the product states, `J₁·S` is a symmetric tridiagonal matrix with diagonal
`m-1, 0, -m-1`. -/
theorem couplingBlock_eq (j m : ℝ) : couplingBlock j m =
    !![m - 1, √((j - m + 1) * (j + m) / 2), 0;
       √((j - m + 1) * (j + m) / 2), 0, √((j - m) * (j + m + 1) / 2);
       0, √((j - m) * (j + m + 1) / 2), -m - 1] := by
  have key : ∀ x : ℝ, √(x / 2) = 1 / 2 * (√x * √2) := by
    intro x
    have h : √(2 : ℝ) * √2 = 2 := Real.mul_self_sqrt (by norm_num)
    have h0 : √(2 : ℝ) ≠ 0 := by positivity
    rw [Real.sqrt_div' x (by norm_num), div_eq_iff h0]
    linear_combination (-(√x) / 2) * h
  -- raising the first projection means lowering the spin projection
  have shift : ∀ μ ν : ℝ, raising j (m - μ) (m - ν) =
      if ν = μ + 1 then √((j - (m - ν)) * (j + (m - ν) + 1)) else 0 := by
    intro μ ν
    unfold raising
    exact if_congr (by constructor <;> intro h <;> linarith) rfl rfl
  ext i k
  simp only [couplingBlock, Matrix.of_apply, shift, key]
  fin_cases i <;> fin_cases k <;>
    norm_num [spinProj, raising, -mul_eq_mul_left_iff, -mul_eq_mul_right_iff] <;> ring_nf
```

## The bound |m| ≤ j keeps the radicands non-negative

Physically, for \(j>0\), the bound \(|m|\le j\) selects the total projections at which \(J=j+1\) and \(J=j\) both occur. In the derivation it allows the squares of \(a,b,c,d\) to be replaced by their radicands. The squared lengths are then

\[
\begin{aligned}
R_0\cdot R_0&=c^2(a^2+d^2)+d^2(b^2+c^2)=(2j+1)(2j+2),\\
R_1\cdot R_1&=a^2d^2+2m^2+b^2c^2=2j(j+1),\\
R_2\cdot R_2&=b^2(a^2+d^2)+a^2(b^2+c^2)=2j(2j+1),
\end{aligned}
\]

where \(a^2+d^2=b^2+c^2=2j+1\), \(a^2d^2=j(j+1)-m(m-1)\) and \(b^2c^2=j(j+1)-m(m+1)\). The mixed products vanish:

\[
\begin{aligned}
R_0\cdot R_1&=cd\,(b^2-a^2+2m)=0,\\
R_0\cdot R_2&=abcd-2abcd+abcd=0,\\
R_1\cdot R_2&=ab\,(c^2-d^2-2m)=0.
\end{aligned}
\]

In `rawTable_dot`, `generalize` replaces the roots by these same letters while keeping their squares as hypotheses, and `grind` closes the resulting polynomial identities.

```lean
/-- For `|m| ≤ j` the unnormalised rows are mutually orthogonal, with the squared lengths
`rowNorm`. -/
theorem rawTable_dot {j m : ℝ} (hm : |m| ≤ j) (i l : Fin 3) :
    ∑ k, rawTable j m i k * rawTable j m l k = if i = l then rowNorm j i else 0 := by
  obtain ⟨ha, hb, hc, hd, hs⟩ := squares hm
  simp only [rawTable]
  generalize √(j + m) = a at ha ⊢
  generalize √(j - m) = b at hb ⊢
  generalize √(j + m + 1) = c at hc ⊢
  generalize √(j - m + 1) = d at hd ⊢
  generalize √(2 : ℝ) = s at hs ⊢
  fin_cases i <;> fin_cases l <;> simp [Fin.sum_univ_three, rowNorm] <;> grind
```

The off-diagonal elements are now \(ad/s\) and \(bc/s\). Call the block \(B\). Applied to the three rows, it gives

\[
\begin{aligned}
BR_0&=\bigl(ac(m-1+d^2),\;cd(a^2+b^2)/s,\;bd(c^2-m-1)\bigr)=jR_0,\\
BR_1&=\bigl(ad,\;(b^2c^2-a^2d^2)/s,\;-bc\bigr)=-R_1,\\
BR_2&=\bigl(bd(m-1-a^2),\;ab(c^2+d^2)/s,\;-ac(m+1+b^2)\bigr)=-(j+1)R_2.
\end{aligned}
\]

The middle components use \(a^2+b^2=2j\), \(b^2c^2-a^2d^2=-2m\) and \(c^2+d^2=2j+2\). In the Lean proof, `o1` and `o2` rewrite the off-diagonal elements, after which the components are checked as before.

```lean
/-- For `|m| ≤ j` each unnormalised row satisfies the eigenvalue equation of `J₁·S`, with the
numbers `j, -1, -(j+1)`. -/
theorem rawTable_eigen {j m : ℝ} (hm : |m| ≤ j) (i : Fin 3) :
    couplingBlock j m *ᵥ rawTable j m i = level j i • rawTable j m i := by
  obtain ⟨ha, hb, hc, hd, hs⟩ := squares hm
  have o1 : √((j - m + 1) * (j + m) / 2) = √2 / 2 * (√(j + m) * √(j - m + 1)) := by
    rw [show (j - m + 1) * (j + m) / 2 = (√2 / 2 * (√(j + m) * √(j - m + 1))) ^ 2 by
      simp only [mul_pow, div_pow, ha, hd, hs]; ring, Real.sqrt_sq (by positivity)]
  have o2 : √((j - m) * (j + m + 1) / 2) = √2 / 2 * (√(j - m) * √(j + m + 1)) := by
    rw [show (j - m) * (j + m + 1) / 2 = (√2 / 2 * (√(j - m) * √(j + m + 1))) ^ 2 by
      simp only [mul_pow, div_pow, hb, hc, hs]; ring, Real.sqrt_sq (by positivity)]
  rw [couplingBlock_eq, o1, o2]
  simp only [rawTable]
  generalize √(j + m) = a at ha ⊢
  generalize √(j - m) = b at hb ⊢
  generalize √(j + m + 1) = c at hc ⊢
  generalize √(j - m + 1) = d at hd ⊢
  generalize √(2 : ℝ) = s at hs ⊢
  ext k
  fin_cases i <;> fin_cases k <;>
    simp [Matrix.mulVec, dotProduct, Fin.sum_univ_three, level] <;> grind
```

The bound cannot be relaxed to \(|m|\le j+1\). At \(m=j+1\), with \(j>0\), the middle entry of the table is \(m/\sqrt{j(j+1)}=\sqrt{(j+1)/j}>1\), which no orthogonal matrix contains. Only \(J=j+1\) exists at that projection.

At the edges \(m=\pm j\) the theorem holds, but one of the three product states is fictitious: its first projection would be \(\pm(j+1)\). The row \(J=j-1\) is then the unit vector along that state and decouples, so the physical content is a \(2\times2\) block. This always happens for \(j=\tfrac12\), where \(J=-\tfrac12\) is not a multiplet. More generally, the algebra holds for real \(j\) and \(m\), while a physical multiplet requires \(2j\) and \(j-m\) to be integers.

## The condition j > 0 gives every row a length

Since \(|m|\le j\) already implies \(j\ge0\), the condition \(j>0\) removes only \(j=0\). There the coupling gives \(J=1\) alone; \(R_1\) and \(R_2\) vanish and cannot be normalised, so orthogonality fails.

For \(j>0\) all three squared lengths are positive, and dividing by the lengths gives the standard table. For example,

\[
\frac{s\,cd}{\sqrt{(2j+1)(2j+2)}}=\sqrt{\frac{(j-m+1)(j+m+1)}{(2j+1)(j+1)}}.
\]

The other non-negative entries follow in the same way by squaring, and the two entries with an explicit minus sign follow after it is taken out. The central entry is \(s\,m/\sqrt{2j(j+1)}=m/\sqrt{j(j+1)}\), which keeps the sign of \(m\). These are the nine equalities in `cgTable_eq`.

```lean
/-- For `j > 0` and `|m| ≤ j` the Clebsch-Gordan table is the unnormalised table with each row
divided by its length. -/
theorem cgTable_eq {j m : ℝ} (hj : 0 < j) (hm : |m| ≤ j) (i k : Fin 3) :
    cgTable j m i k = rawTable j m i k / √(rowNorm j i) := by
  obtain ⟨ha, hb, hc, hd, hs⟩ := squares hm
  have h00 : √((j + m) * (j + m + 1) / ((2 * j + 1) * (2 * j + 2))) =
      √(j + m) * √(j + m + 1) / √((2 * j + 1) * (2 * j + 2)) :=
    sqrt_quot (by positivity) (by positivity) (by positivity)
      (by simp only [mul_pow, ha, hc])
  have h01 : √((j - m + 1) * (j + m + 1) / ((2 * j + 1) * (j + 1))) =
      √2 * (√(j + m + 1) * √(j - m + 1)) / √((2 * j + 1) * (2 * j + 2)) :=
    sqrt_quot (by positivity) (by positivity) (by positivity)
      (by simp only [mul_pow, hc, hd, hs]; ring)
  have h02 : √((j - m) * (j - m + 1) / ((2 * j + 1) * (2 * j + 2))) =
      √(j - m) * √(j - m + 1) / √((2 * j + 1) * (2 * j + 2)) :=
    sqrt_quot (by positivity) (by positivity) (by positivity)
      (by simp only [mul_pow, hb, hd])
  have h10 : -√((j + m) * (j - m + 1) / (2 * j * (j + 1))) =
      -(√(j + m) * √(j - m + 1)) / √(2 * j * (j + 1)) := by
    rw [neg_div]
    exact neg_inj.mpr (sqrt_quot (by positivity) (by positivity) (by positivity)
      (by simp only [mul_pow, ha, hd]))
  have h11 : m / √(j * (j + 1)) = √2 * m / √(2 * j * (j + 1)) := by
    rw [mul_assoc 2 j, Real.sqrt_mul (by norm_num : (0 : ℝ) ≤ 2),
      mul_div_mul_left _ _ (by positivity : √(2 : ℝ) ≠ 0)]
  have h12 : √((j - m) * (j + m + 1) / (2 * j * (j + 1))) =
      √(j - m) * √(j + m + 1) / √(2 * j * (j + 1)) :=
    sqrt_quot (by positivity) (by positivity) (by positivity)
      (by simp only [mul_pow, hb, hc])
  have h20 : √((j - m) * (j - m + 1) / (2 * j * (2 * j + 1))) =
      √(j - m) * √(j - m + 1) / √(2 * j * (2 * j + 1)) :=
    sqrt_quot (by positivity) (by positivity) (by positivity)
      (by simp only [mul_pow, hb, hd])
  have h21 : -√((j - m) * (j + m) / (j * (2 * j + 1))) =
      -(√2 * (√(j - m) * √(j + m))) / √(2 * j * (2 * j + 1)) := by
    rw [neg_div]
    exact neg_inj.mpr (sqrt_quot (by positivity) (by positivity) (by positivity)
      (by simp only [mul_pow, ha, hb, hs]; ring))
  have h22 : √((j + m + 1) * (j + m) / (2 * j * (2 * j + 1))) =
      √(j + m) * √(j + m + 1) / √(2 * j * (2 * j + 1)) :=
    sqrt_quot (by positivity) (by positivity) (by positivity)
      (by simp only [mul_pow, ha, hc]; ring)
  fin_cases i <;> fin_cases k
  exacts [h00, h01, h02, h10, h11, h12, h20, h21, h22]
```

The main theorem combines the results. Membership in `Matrix.orthogonalGroup (Fin 3) ℝ` says that the real table times its transpose is the identity. The expression `cgTable j m i` is row `i` read as a vector, and `*ᵥ` applies the block to it. Orthogonality also makes each row nonzero, so the equation does describe an eigenvector.

In the proof, `pos` records the positive squared lengths and `rows` divides the products from `rawTable_dot` by the lengths. For the second part, `Matrix.mulVec_smul` moves the normalising factor through the block.

```lean
/-- For `j > 0` and `|m| ≤ j` the Clebsch-Gordan table for `j × 1` is an orthogonal matrix, and
its rows `J = j+1, j, j-1` are eigenvectors of `J₁·S` with eigenvalues `j, -1, -(j+1)`. -/
theorem cgTable_diagonalises {j m : ℝ} (hj : 0 < j) (hm : |m| ≤ j) :
    cgTable j m ∈ Matrix.orthogonalGroup (Fin 3) ℝ ∧
      ∀ i, couplingBlock j m *ᵥ cgTable j m i = level j i • cgTable j m i := by
  have pos : ∀ i, 0 < rowNorm j i := by
    have h0 : 0 < (2 * j + 1) * (2 * j + 2) := by positivity
    have h1 : 0 < 2 * j * (j + 1) := by positivity
    have h2 : 0 < 2 * j * (2 * j + 1) := by positivity
    intro i
    fin_cases i
    exacts [h0, h1, h2]
  constructor
  · -- orthonormality of the rows
    have rows : ∀ i l, ∑ k, cgTable j m i k * cgTable j m l k = if i = l then 1 else 0 := by
      intro i l
      have e : ∑ k, cgTable j m i k * cgTable j m l k =
          (∑ k, rawTable j m i k * rawTable j m l k) / (√(rowNorm j i) * √(rowNorm j l)) := by
        rw [Finset.sum_div]
        refine Finset.sum_congr rfl fun k _ => ?_
        rw [cgTable_eq hj hm, cgTable_eq hj hm, div_mul_div_comm]
      rw [e, rawTable_dot hm]
      split_ifs with h
      · subst h
        rw [Real.mul_self_sqrt (pos i).le, div_self (pos i).ne']
      · exact zero_div _
    rw [Matrix.mem_orthogonalGroup_iff]
    ext i l
    simpa [Matrix.mul_apply, Matrix.one_apply, Matrix.star_apply] using rows i l
  · -- normalising a row does not change its eigenvalue
    intro i
    have e : cgTable j m i = (√(rowNorm j i))⁻¹ • rawTable j m i := by
      funext k
      rw [cgTable_eq hj hm, Pi.smul_apply, smul_eq_mul, div_eq_inv_mul]
    rw [e, Matrix.mulVec_smul, rawTable_eigen hm, smul_comm]
```

The row labels follow from \((J_1+S)^2=j(j+1)+2+2J_1\cdot S\), where \(S^2=2\) for spin one. The theorem takes the right-hand side as the matrix of the total square. Its eigenvalues are

\[
\begin{aligned}
j(j+1)+2+2j&=(j+1)(j+2),\\
j(j+1)+2-2&=j(j+1),\\
j(j+1)+2-2(j+1)&=(j-1)j,
\end{aligned}
\]

which are \(J(J+1)\) for \(J=j+1-i\). The proof inserts the eigenvalue equation and compares the factors for each row.

```lean
/-- For `j > 0` and `|m| ≤ j`, row `J = j+1-i` (`i = 0, 1, 2`) of the table satisfies the eigenvalue
equation of `(J₁ + S)² = j(j+1) + 2 + 2 J₁·S` with eigenvalue `J(J+1)`. -/
theorem cgTable_total {j m : ℝ} (hj : 0 < j) (hm : |m| ≤ j) (i : Fin 3) :
    ((j * (j + 1) + 2) • (1 : Matrix (Fin 3) (Fin 3) ℝ) + (2 : ℝ) • couplingBlock j m) *ᵥ
        cgTable j m i =
      ((j + 1 - (i : ℕ)) * (j + 1 - (i : ℕ) + 1)) • cgTable j m i := by
  rw [Matrix.add_mulVec, Matrix.smul_mulVec, Matrix.smul_mulVec, Matrix.one_mulVec,
    (cgTable_diagonalises hj hm).2 i, smul_smul, ← add_smul]
  congr 1
  fin_cases i <;> simp [level] <;> ring

end

end ClebschGordanSpinOne
```

```lean
#print axioms ClebschGordanSpinOne.cgTable_diagonalises
#print axioms ClebschGordanSpinOne.cgTable_total
```

```
'ClebschGordanSpinOne.cgTable_diagonalises' depends on axioms: [propext, Classical.choice, Quot.sound]
'ClebschGordanSpinOne.cgTable_total' depends on axioms: [propext, Classical.choice, Quot.sound]
```

## The same calculation for spin one-half

For \(j\times\tfrac12\), with \(j\ge0\) and \(|m|\le j+\tfrac12\), set \(p=\sqrt{j+\frac12+m}\) and \(q=\sqrt{j+\frac12-m}\). The block has diagonal \((m-\frac12)/2,\,-(m+\frac12)/2\) and off-diagonal element \(pq/2\). The rows \((p,q)/\sqrt{2j+1}\) and \((-q,p)/\sqrt{2j+1}\) are orthonormal, with eigenvalues \(j/2\) and \(-(j+1)/2\), by the same substitution of squares. At \(|m|=j+\tfrac12\) one of the two product states is again fictitious, and only the eigenvalue \(j/2\) is physical. This two-state version is worked by hand here and has no theorem in the file.
